# The square of the free Dirac Hamiltonian at fixed momentum is (m² + |p|²) times the identity

The theorem `dirac_sq` concerns a free Dirac particle at a fixed momentum p = (x, y, z), in units where c = 1. Its Hamiltonian α·p + βm is written out as a 4 × 4 complex matrix in the standard representation, with m, x, y and z arbitrary real numbers. The claim is that the square of this matrix equals m² + x² + y² + z² times the identity matrix. The attempt checks the sixteen entries one by one: `simp` expands the matrix product, and any goal left over is to be closed by `ring` or, failing that, by a `linear_combination` that uses i² = −1.

This version doesn't compile in Lean 4 with Mathlib:

```lean
import Mathlib

open Matrix Filter Topology

namespace DiracSq

noncomputable section

/-- The free Dirac Hamiltonian `α·p + β m` at momentum `(x, y, z)`, in the standard
representation. -/
def diracHamiltonian (m x y z : ℝ) : Matrix (Fin 4) (Fin 4) ℂ :=
  !![(m : ℂ), 0, z, x - Complex.I * y;
     0, m, x + Complex.I * y, -z;
     z, x - Complex.I * y, -m, 0;
     x + Complex.I * y, -z, 0, -m]

/-- The free Dirac Hamiltonian squares to `m^2 + |p|^2` times the identity. -/
theorem dirac_sq (m x y z : ℝ) :
    diracHamiltonian m x y z * diracHamiltonian m x y z =
      ((m ^ 2 + (x ^ 2 + y ^ 2 + z ^ 2) : ℝ) : ℂ) • (1 : Matrix (Fin 4) (Fin 4) ℂ) := by
  ext i j
  fin_cases i <;> fin_cases j <;>
    simp [diracHamiltonian, Matrix.mul_apply, Fin.sum_univ_four] <;>
    first
      | ring
      | linear_combination (-(y : ℂ) ^ 2) * Complex.I_sq

end

end DiracSq
```

Lean reports:

```
Try this:
  [apply] ring_nf
  
  The `ring` tactic failed to close the goal. Use `ring_nf` to obtain a normal form.
    
  Note that `ring` works primarily in *commutative* rings. If you have a noncommutative ring, abelian group or module, consider using `noncomm_ring`, `abel` or `module` instead.
Try this:
  [apply] ring_nf
  
  The `ring` tactic failed to close the goal. Use `ring_nf` to obtain a normal form.
    
  Note that `ring` works primarily in *commutative* rings. If you have a noncommutative ring, abelian group or module, consider using `noncomm_ring`, `abel` or `module` instead.
Try this:
  [apply] ring_nf
  
  The `ring` tactic failed to close the goal. Use `ring_nf` to obtain a normal form.
    
  Note that `ring` works primarily in *commutative* rings. If you have a noncommutative ring, abelian group or module, consider using `noncomm_ring`, `abel` or `module` instead.
Try this:
  [apply] ring_nf
  
  The `ring` tactic failed to close the goal. Use `ring_nf` to obtain a normal form.
    
  Note that `ring` works primarily in *commutative* rings. If you have a noncommutative ring, abelian group or module, consider using `noncomm_ring`, `abel` or `module` instead.
Main.lean:20:86: error: unsolved goals
case «0».«0»
m x y z : ℝ
⊢ ↑m ^ 2 + ↑z ^ 2 + ↑x ^ 2 - Complex.I ^ 2 * ↑y ^ 2 = ↑m ^ 2 + ↑z ^ 2 + ↑x ^ 2 + ↑y ^ 2

case «1».«1»
m x y z : ℝ
⊢ ↑m ^ 2 + ↑x ^ 2 - Complex.I ^ 2 * ↑y ^ 2 + ↑z ^ 2 = ↑m ^ 2 + ↑x ^ 2 + ↑y ^ 2 + ↑z ^ 2

case «2».«2»
m x y z : ℝ
⊢ ↑z ^ 2 + ↑x ^ 2 - Complex.I ^ 2 * ↑y ^ 2 + ↑m ^ 2 = ↑z ^ 2 + ↑x ^ 2 + ↑y ^ 2 + ↑m ^ 2

case «3».«3»
m x y z : ℝ
⊢ ↑x ^ 2 - Complex.I ^ 2 * ↑y ^ 2 + ↑z ^ 2 + ↑m ^ 2 = ↑x ^ 2 + ↑y ^ 2 + ↑z ^ 2 + ↑m ^ 2
```

Diagnosis. The four unsolved goals are the diagonal entries. In each, the left side contains `- Complex.I ^ 2 * ↑y ^ 2` where the right side has `↑y ^ 2`, so the two agree only once i² = −1 is used. `ring` knows only the general laws of commutative rings, and does not use that fact.

The proof has a step for this, the `linear_combination` with `Complex.I_sq`, but it is never reached. When `ring` cannot close a goal, it falls back to `ring_nf`, which here rewrites the goal and leaves it open; the four "Try this" messages report this. Since that does not count as an error, `first` accepts the `ring` branch and tries nothing further.

The repair replaces `ring` with `ring1`, which fails unless it closes the goal. On the diagonal entries `first` therefore moves on to `linear_combination`, which adds the missing fact, multiplied by −y², and closes them.

The mended proof, as a diff:

```diff
@@ -23,5 +23,5 @@
     simp [diracHamiltonian, Matrix.mul_apply, Fin.sum_univ_four] <;>
     first
-      | ring
+      | ring1
       | linear_combination (-(y : ℂ) ^ 2) * Complex.I_sq
 
```
